# The overlap determinant counts nonzero Slater amplitudes when each orbital has at most one entry 1, at most one entry −1 and otherwise zeros

**Q:** Before I judge whether this is physics, what are the objects and the conventions?

**A:** Put \(N\) fermions of the same spin into \(N\) orbitals on a lattice of \(M\) sites. Each site carries one state, and these site states are taken to be orthonormal. We want to know how many arrangements of the particles have nonzero amplitude, and how probable each one is.

The orbitals are the columns of an integer matrix \(A\), so \(A_{rj}\) is the coefficient of orbital \(j\) on site \(r\). A typical column has 1 on one site and −1 on another. It stands for \((|r\rangle-|r'\rangle)/\sqrt2\), the antibonding combination of two s-like site states, without the factor \(1/\sqrt2\).

```lean
import Mathlib

open Matrix

namespace AntibondingLatticeOrbitals

/-- Each column (orbital) has at most one entry `1`, at most one entry `-1`,
and zeros elsewhere. -/
structure IsAntibonding {m n : Type*} (A : Matrix m n ℤ) : Prop where
  entry : ∀ i j, A i j = 0 ∨ A i j = 1 ∨ A i j = -1
  plus : ∀ j i i', A i j = 1 → A i' j = 1 → i = i'
  minus : ∀ j i i', A i j = -1 → A i' j = -1 → i = i'
```

The name `IsAntibonding` doesn't match textbook use. The definition leaves out antibonding orbitals with unequal weights on the two sites, as in a polar bond, and those spread over more than two sites. On the other hand, it admits an orbital on a single site and even a zero column, and it doesn't require the two sites to be neighbours or the orbital to be an eigenstate of any Hamiltonian. Below, "antibonding" always means this column condition.

**Q:** And an arrangement of particles?

**A:** A configuration \(S\) is a set of \(N\) distinct occupied sites. The letter \(S\) is not the overlap matrix here; that is \(A^TA\).

```lean
/-- A configuration: a set of `N` occupied sites among `M` lattice sites. -/
abbrev Config (M N : ℕ) := {S : Finset (Fin M) // S.card = N}
```

A determinant needs its rows in some order, so the occupied sites are listed increasingly, as \(s_S(i)\) with \(i\) running over `Fin N`. Another order could change only the sign of the amplitude.

```lean
/-- The occupied sites of a configuration, listed in increasing order. -/
def sites {M N : ℕ} (S : Config M N) : Fin N ↪o Fin M := S.1.orderEmbOfFin S.2
```

The amplitude \(a_S\) is the determinant of the rows of \(A\) at those sites. It is unnormalised. The usual \(1/\sqrt{N!}\) belongs to the wavefunction of \(N\) labelled particles; the amplitude of a set of occupied sites is \(\sqrt{N!}\) times that wavefunction, up to sign, so the factor cancels.

```lean
/-- The unnormalised Slater amplitude of a configuration: the determinant of the
orbital matrix restricted to the occupied sites. -/
def amplitude {M N : ℕ} (A : Matrix (Fin M) (Fin N) ℤ) (S : Config M N) : ℤ :=
  (A.submatrix (sites S) id).det
```

"Allowed" means only that this amplitude is nonzero.

```lean
/-- The configurations with nonzero Slater amplitude. -/
def allowed {M N : ℕ} (A : Matrix (Fin M) (Fin N) ℤ) : Finset (Config M N) :=
  Finset.univ.filter fun S => amplitude A S ≠ 0
```

**Q:** These orbitals can overlap. What exactly is claimed, and where did the normalisation go?

**A:** The main theorem, `overlap_det_eq_card_allowed`, says that for every \(A\) satisfying `IsAntibonding`,
\[
\det(A^TA)=\#\{S : a_S\neq0\}.
\]
The orbitals need not be orthogonal. The determinant on the left is the squared norm of the unnormalised Slater state, so the probability of \(S\) is \(a_S^2/\det(A^TA)\) whenever that norm is nonzero. Normalising each orbital separately rescales numerator and denominator alike and leaves this probability unchanged.

There is no restriction on \(M\) and \(N\). For \(N=0\) both sides are 1, from the empty configuration; for \(N>M\) both are 0.

**Q:** Is the many-fermion state itself in the Lean code?

**A:** No. Reading \(a_S\) as the occupation amplitude of an antisymmetric state built on orthonormal site states is the step we supply. The Lean statement concerns the integer matrix and its minors.

**Q:** Then convince me with ordinary algebra. Why can't an amplitude be 2?

**A:** Take a square matrix \(B\) of the same column form and use induction on its size. At size zero the determinant is 1. At a larger size there are two cases.

1. Every column sums to zero. Then \((1,\dots,1)B=0\), so \(\det B=0\).
2. Some column \(j\) has a nonzero sum. It has a nonzero entry \(B_{ij}\). A second nonzero entry would have the opposite sign, no third could exist, and the sum would vanish. So \(B_{ij}=\pm1\) is the only nonzero entry, and Laplace expansion gives
\[
\det B=(-1)^{i+j}B_{ij}\det B^{(ij)},
\]
where \(B^{(ij)}\) is \(B\) without row \(i\) and column \(j\). That smaller matrix has the same column form, so its determinant is 0, 1 or −1, and so is \(\det B\).

In Lean, the first lemma says that selecting distinct sites and any list of orbitals preserves the column form.

```lean
/-- Restricting antibonding orbitals to distinct sites, and selecting orbitals,
keeps the antibonding form. -/
theorem IsAntibonding.restrict {m n m' n' : Type*} {A : Matrix m n ℤ}
    (hA : IsAntibonding A) {f : m' → m} (hf : Function.Injective f) (g : n' → n) :
    IsAntibonding (A.submatrix f g) where
  entry i j := hA.entry (f i) (g j)
  plus j i i' h h' := hf (hA.plus (g j) (f i) (f i') h h')
  minus j i i' h h' := hf (hA.minus (g j) (f i) (f i') h h')
```

The induction then follows the two cases. `exists_vecMul_eq_zero_iff` turns the annihilating row vector into a zero determinant. In the second case, `single` shows that the other entries of the column vanish, with `omega` settling the integer cases, and `det_succ_column` is the Laplace expansion.

```lean
/-- A square matrix of antibonding orbitals has determinant `0`, `1` or `-1`. -/
theorem det_values : ∀ (N : ℕ) (B : Matrix (Fin N) (Fin N) ℤ), IsAntibonding B →
    B.det = 0 ∨ B.det = 1 ∨ B.det = -1 := by
  intro N
  induction N with
  | zero => intro B _; right; left; exact det_fin_zero
  | succ N ih =>
    intro B hB
    by_cases h : ∀ j, ∑ i, B i j = 0
    · -- all columns sum to zero: the constant row vector annihilates `B`
      left
      apply Matrix.exists_vecMul_eq_zero_iff.mp
      refine ⟨fun _ => 1, fun h0 => one_ne_zero (congrFun h0 0), ?_⟩
      ext j
      simpa [Matrix.vecMul, dotProduct] using h j
    · push Not at h
      obtain ⟨j, hj⟩ := h
      obtain ⟨i, -, hi⟩ := Finset.exists_ne_zero_of_sum_ne_zero hj
      have key : ∀ a b, a ≠ b →
          ¬(B a j = 1 ∧ B b j = 1) ∧ ¬(B a j = -1 ∧ B b j = -1) := fun a b hab =>
        ⟨fun h => hab (hB.plus j a b h.1 h.2), fun h => hab (hB.minus j a b h.1 h.2)⟩
      -- a second nonzero entry would cancel the first in the column sum
      have single : ∀ i', i' ≠ i → B i' j = 0 := by
        intro i' hne
        by_contra hi'
        have e1 := hB.entry i j
        have e2 := hB.entry i' j
        have k := key i' i hne
        apply hj
        rw [Fintype.sum_eq_add i i' hne.symm]
        · omega
        · rintro c ⟨hc, hc'⟩
          have e3 := hB.entry c j
          have k1 := key c i hc
          have k2 := key c i' hc'
          omega
      -- Laplace expansion along this column has one term
      rw [det_succ_column B j, Fintype.sum_eq_single i
        (fun i' hne => by rw [single i' hne]; ring)]
      have hm := ih (B.submatrix i.succAbove j.succAbove)
        (hB.restrict Fin.succAbove_right_injective _)
      rcases neg_one_pow_eq_or ℤ ((i : ℕ) + (j : ℕ)) with s | s <;>
        rcases hB.entry i j with e | e | e <;>
        rcases hm with d | d | d <;> rw [s, e, d] <;> norm_num
```

**Q:** Fine for one configuration. How does the overlap determinant know about all of them?

**A:** Expand it over permutations \(\sigma\) of the orbitals, then expand each matrix product over sites:
\[
\begin{aligned}
\det(A^TA)&=\sum_\sigma \operatorname{sgn}\sigma\prod_i\sum_r A_{r\sigma(i)}A_{ri}\\
&=\sum_f\Big(\prod_i A_{f(i)i}\Big)\sum_\sigma\operatorname{sgn}\sigma\prod_i A_{f(i)\sigma(i)}\\
&=\sum_f\Big(\prod_i A_{f(i)i}\Big)\det A_f .
\end{aligned}
\]
Here \(f\) assigns a site \(f(i)\) to each \(i\), and \(A_f\) has entries \((A_f)_{ik}=A_{f(i)k}\). The next lemma is this calculation: `Finset.prod_univ_sum` exchanges product and sum, and `Finset.sum_comm` puts the sum over \(f\) outside.

```lean
/-- The overlap determinant expanded over all assignments of sites to orbitals. -/
theorem overlap_expansion {M N : ℕ} (A : Matrix (Fin M) (Fin N) ℤ) :
    (Aᵀ * A).det =
      ∑ f : Fin N → Fin M, (∏ i, A (f i) i) * (A.submatrix f id).det := by
  have h : ∀ f : Fin N → Fin M, (A.submatrix f id).det =
      ∑ σ : Equiv.Perm (Fin N), (Equiv.Perm.sign σ : ℤ) * ∏ i, A (f i) (σ i) := by
    intro f
    rw [← det_transpose, det_apply']
    simp only [transpose_apply, submatrix_apply, id_eq, Int.cast_id]
  rw [det_apply']
  simp only [h, mul_apply, transpose_apply, Finset.prod_univ_sum,
    Fintype.piFinset_univ, Finset.mul_sum, Int.cast_id]
  rw [Finset.sum_comm]
  refine Finset.sum_congr rfl fun f _ => Finset.sum_congr rfl fun σ _ => ?_
  rw [Finset.prod_mul_distrib]
  ring
```

**Q:** That sum still contains assignments with two particles on one site.

**A:** Those give \(A_f\) two equal rows, so they contribute zero. Every other assignment is \(f(i)=s_S(\sigma(i))\) for exactly one configuration \(S\) and one permutation \(\sigma\). Reordering rows gives \(\det A_f=\operatorname{sgn}\sigma\,a_S\). For fixed \(S\), the terms therefore add up to
\[
a_S\sum_\sigma\operatorname{sgn}\sigma\prod_iA_{s_S(\sigma(i))\,i}=a_S^2 ,
\]
and hence \(\det(A^TA)=\sum_S a_S^2\). This is the Cauchy–Binet formula for \(A^T\) times \(A\), rather than for two unrelated matrices. It holds for any integer \(A\); the antibonding condition isn't used.

In the proof, `place` builds \(f\) from the pair \((S,\sigma)\). The step `inj` recovers \(S\) from the set of occupied sites and then \(\sigma\) from their order. `det_permute` supplies the sign, and `Fintype.sum_of_injective` extends the sum to all \(f\) once the remaining terms are shown to vanish.

```lean
/-- Auxiliary step: the overlap determinant collects the squared amplitudes. -/
theorem overlap_eq_sum_sq {M N : ℕ} (A : Matrix (Fin M) (Fin N) ℤ) :
    (Aᵀ * A).det = ∑ S : Config M N, amplitude A S ^ 2 := by
  rw [overlap_expansion]
  symm
  -- an assignment without double occupancy is a configuration and a permutation
  let place : Config M N × Equiv.Perm (Fin N) → Fin N → Fin M :=
    fun p i => sites p.1 (p.2 i)
  have range_sites : ∀ S : Config M N, Set.range (sites S) = (S.1 : Set (Fin M)) :=
    fun S => Finset.range_orderEmbOfFin S.1 S.2
  have inj : Function.Injective place := by
    rintro ⟨S, σ⟩ ⟨T, τ⟩ h
    have hST : S = T := by
      apply Subtype.ext
      apply Finset.coe_injective
      rw [← range_sites S, ← range_sites T, ← σ.surjective.range_comp (sites S),
        ← τ.surjective.range_comp (sites T)]
      exact congrArg Set.range h
    subst hST
    have hστ : σ = τ := Equiv.ext fun i => (sites S).injective (congrFun h i)
    rw [hστ]
  have hsum : ∑ S : Config M N, amplitude A S ^ 2 =
      ∑ p, (∏ i, A (place p i) i) * (A.submatrix (place p) id).det := by
    rw [Fintype.sum_prod_type]
    refine Finset.sum_congr rfl fun S _ => ?_
    have h2 : amplitude A S = ∑ σ : Equiv.Perm (Fin N),
        (Equiv.Perm.sign σ : ℤ) * ∏ i, A (sites S (σ i)) i := by
      unfold amplitude
      rw [det_apply']
      simp only [submatrix_apply, id_eq, Int.cast_id]
    rw [sq]
    nth_rewrite 1 [h2]
    rw [Finset.sum_mul]
    refine Finset.sum_congr rfl fun σ _ => ?_
    have h : (A.submatrix (place (S, σ)) id).det =
        (Equiv.Perm.sign σ : ℤ) * amplitude A S :=
      det_permute σ (A.submatrix (sites S) id)
    rw [h]
    ring
  rw [hsum]
  refine Fintype.sum_of_injective place inj _ _ ?_ (fun _ => rfl)
  intro f hf
  by_cases hinj : Function.Injective f
  · exfalso
    apply hf
    let S : Config M N := ⟨Finset.univ.image f, by
      rw [Finset.card_image_of_injective _ hinj, Finset.card_univ, Fintype.card_fin]⟩
    have hex : ∀ i, ∃ k, sites S k = f i := by
      intro i
      have hi : f i ∈ (S.1 : Set (Fin M)) :=
        Finset.mem_coe.mpr (Finset.mem_image_of_mem f (Finset.mem_univ i))
      rw [← range_sites S] at hi
      exact hi
    choose s hs using hex
    have hsi : Function.Injective s := fun a b hab =>
      hinj (by rw [← hs a, ← hs b, hab])
    exact ⟨(S, Equiv.ofBijective s (Finite.injective_iff_bijective.mp hsi)), funext hs⟩
  · -- a doubly occupied site gives two equal rows
    simp only [Function.Injective, not_forall] at hinj
    obtain ⟨a, b, hab, hne⟩ := hinj
    rw [det_zero_of_row_eq hne (by ext k; simp only [submatrix_apply, hab]), mul_zero]
```

**Q:** So the counting is just the two results put together?

**A:** Yes. Each \(a_S\) is 0, 1 or −1, so \(a_S^2\) is 1 for an allowed configuration and 0 otherwise, and the sum of squares is the count. The Lean proof writes the number of allowed configurations as a sum of ones and zeros and compares it with the squares term by term.

```lean
/-- For antibonding lattice orbitals, the overlap determinant equals the number of
configurations with nonzero Slater amplitude. -/
theorem overlap_det_eq_card_allowed {M N : ℕ} (A : Matrix (Fin M) (Fin N) ℤ)
    (hA : IsAntibonding A) : (Aᵀ * A).det = ((allowed A).card : ℤ) := by
  rw [overlap_eq_sum_sq, allowed, Finset.card_filter, Nat.cast_sum]
  refine Finset.sum_congr rfl fun S _ => ?_
  have h : amplitude A S = 0 ∨ amplitude A S = 1 ∨ amplitude A S = -1 :=
    det_values N _ (hA.restrict (sites S).injective id)
  rcases h with h | h | h <;> simp [h]
```

**Q:** What does that tell me about probabilities?

**A:** If \(a_S\neq0\), then \(a_S^2=1\), so
\[
\frac{a_S^2}{\det(A^TA)}=\frac1{\#\{T:a_T\neq0\}} .
\]
All allowed configurations are equally probable. In variational Monte Carlo, sampling site occupations from a single determinant of such orbitals, with no correlation factor, would therefore mean sampling uniformly from the allowed set. The Lean theorem states the equality without division, and its proof checks the three possible values of the amplitude.

```lean
/-- For antibonding lattice orbitals, the squared amplitude of any configuration with
nonzero amplitude, times the number of such configurations, is the overlap determinant. -/
theorem equal_weights {M N : ℕ} (A : Matrix (Fin M) (Fin N) ℤ)
    (hA : IsAntibonding A) (S : Config M N) (hS : amplitude A S ≠ 0) :
    amplitude A S ^ 2 * ((allowed A).card : ℤ) = (Aᵀ * A).det := by
  have h : amplitude A S = 0 ∨ amplitude A S = 1 ∨ amplitude A S = -1 :=
    det_values N _ (hA.restrict (sites S).injective id)
  rw [overlap_det_eq_card_allowed A hA]
  rcases h with h | h | h
  · exact absurd h hS
  all_goals simp [h]
```

**Q:** Show me a case I can check myself.

**A:** Take a three-site chain, with sites numbered 0, 1, 2 as in Lean, and the orbitals \((1,-1,0)\) and \((0,1,-1)\). Then
\[
A^TA=\begin{pmatrix}2&-1\\-1&2\end{pmatrix},\qquad \det(A^TA)=3 .
\]
The amplitudes on \(\{0,1\}\), \(\{0,2\}\) and \(\{1,2\}\) are \(1,-1,1\), so each configuration has probability \(1/3\). With each orbital normalised, the amplitudes become \(\tfrac12,-\tfrac12,\tfrac12\) and the overlap determinant becomes \(\tfrac34\), which gives the same probabilities.

Lean verifies the column condition entry by entry, computes the determinant 3, and obtains the number of configurations from the main theorem.

```lean
/-- Two antibonding orbitals on neighbouring bonds of a three-site chain
have exactly three configurations with nonzero amplitude. -/
theorem chain_witness :
    IsAntibonding (!![1, 0; -1, 1; 0, -1] : Matrix (Fin 3) (Fin 2) ℤ) ∧
      (allowed (!![1, 0; -1, 1; 0, -1] : Matrix (Fin 3) (Fin 2) ℤ)).card = 3 := by
  have hA : IsAntibonding (!![1, 0; -1, 1; 0, -1] : Matrix (Fin 3) (Fin 2) ℤ) :=
    { entry := by intro i j; fin_cases i <;> fin_cases j <;> simp
      plus := by
        intro j i i'
        fin_cases j <;> fin_cases i <;> fin_cases i' <;> simp
      minus := by
        intro j i i'
        fin_cases j <;> fin_cases i <;> fin_cases i' <;> simp }
  refine ⟨hA, ?_⟩
  have h := overlap_det_eq_card_allowed _ hA
  have hd : ((!![1, 0; -1, 1; 0, -1] : Matrix (Fin 3) (Fin 2) ℤ)ᵀ *
      !![1, 0; -1, 1; 0, -1]).det = 3 := by
    simp [det_fin_two, mul_apply, Fin.sum_univ_succ]
  rw [hd] at h
  exact_mod_cast h.symm

end AntibondingLatticeOrbitals
```

```lean
#print axioms AntibondingLatticeOrbitals.overlap_det_eq_card_allowed
-- 'AntibondingLatticeOrbitals.overlap_det_eq_card_allowed' depends on axioms: [propext, Classical.choice, Quot.sound]
#print axioms AntibondingLatticeOrbitals.equal_weights
-- 'AntibondingLatticeOrbitals.equal_weights' depends on axioms: [propext, Classical.choice, Quot.sound]
```
